# Non-additive ghost corrections for one fragment function with degenerate, mutually uncoupled ghosts

Take one basis function of a fragment, with energy 0, and one ghost function, that is, a basis function borrowed from a neighbour without its nucleus or electrons. Let the ghost also have energy 0, let the coupling be 1, and let all functions be orthonormal. For one electron, the Hamiltonian and its lowest eigenvalue are

$$\begin{pmatrix}0&1\\1&0\end{pmatrix},\qquad E=-1 .$$

A second such ghost, used alone, also lowers the energy by 1. With both present and not coupled to each other,

$$\begin{pmatrix}0&1&1\\1&0&0\\1&0&0\end{pmatrix},\qquad E=-\sqrt2 ,$$

so the joint lowering is $\sqrt2$, not 2. The normalised ground state is $(1/\sqrt2,-1/2,-1/2)$. The fragment function keeps weight $1/2$, as with one ghost, and the two ghosts share the other half.

## The lowering for any number of ghosts

Let the ghosts have a common energy $d\ge 0$ and real couplings $v_i$ to the fragment function, with all functions orthonormal and the ghosts mutually uncoupled. Put $s=\sum_i v_i^2$. The lowest eigenvalue is $-f(s)$, where

$$f(s)=\frac{\sqrt{d^2+4s}-d}{2}.$$

Multiplying out gives

$$f(f+d)=\frac{(d^2+4s)-d^2}{4}=s. \tag{1}$$

Since $\sqrt{d^2+4s}\ge d$, we have $f\ge0$. By (1), $f>0$ when $s>0$.

With fragment amplitude $x_0$ and ghost amplitudes $x_i$, the eigenvalue equation reads

$$\sum_i v_i x_i=E x_0,\qquad v_i x_0+d\,x_i=E x_i. \tag{2}$$

**The value is attained.** For $s>0$ take $x_0=f+d$ and $x_i=-v_i$. The first equation becomes $-s=-f(f+d)$, which is (1). The second becomes $v_i(f+d)-dv_i=fv_i$, which is $(-f)(-v_i)$. The squared norm is $(f+d)^2+s=(f+d)(2f+d)$, so the normalised state has fragment weight $(f+d)/(2f+d)$ and total ghost weight $f/(2f+d)$. For $s=0$ the bare fragment function is an eigenvector with energy $0=-f(0)$.

**Nothing lies lower.** Suppose $E<-f$ is an eigenvalue. Then $E<0\le d$. If $x_0=0$, the ghost equations give $(E-d)x_i=0$, so every amplitude vanishes, which is excluded. Hence $x_0\neq0$. Multiply each ghost equation by $v_i$ and sum:

$$s\,x_0=(E-d)\sum_i v_i x_i=(E-d)E\,x_0 ,$$

so $E(E-d)=s$. But

$$E(E-d)-f(f+d)=(-E-f)(-E+f+d)>0,$$

which contradicts (1).

**Two sets.** Let the sets have total squared couplings $s,t>0$, and write $a=f(s)$, $b=f(t)$, $c=f(s+t)$. Then

$$(a+b)(a+b+d)=s+t+2ab>s+t=c(c+d).$$

Since $u(u+d)$ increases for $u\ge0$, it follows that $c<a+b$. If one set is uncoupled, $f(0)=0$ and the lowerings add exactly.

## The model as a matrix

In Lean 4 with Mathlib:

```lean
import Mathlib

open Matrix

namespace GhostFunctionLowering

noncomputable section

variable {ι κ : Type*} [Fintype ι] [DecidableEq ι] [Fintype κ] [DecidableEq κ]
```

The finite types `ι` and `κ` label two ghost sets.

```lean
/-- The Hamiltonian of one fragment function (`none`, energy 0) coupled by `v i` to
orthonormal, mutually uncoupled ghost functions (`some i`) of energy `d`. -/
def ghostHamiltonian (d : ℝ) (v : ι → ℝ) : Matrix (Option ι) (Option ι) ℝ :=
  Matrix.of fun p q =>
    match p, q with
    | none, none => 0
    | none, some j => v j
    | some i, none => v i
    | some i, some j => if i = j then d else 0
```

In `Option ι`, `none` is the fragment function and `some i` is ghost $i$. Energies are measured from the fragment function. Orthonormality enters through the absence of an overlap matrix: the eigenvalue problem is the ordinary one.

```lean
/-- `E` is the lowest eigenvalue of the Hamiltonian `H`. -/
def IsGroundEnergy {n : Type*} [Fintype n] (H : Matrix n n ℝ) (E : ℝ) : Prop :=
  IsLeast {E : ℝ | ∃ x : n → ℝ, x ≠ 0 ∧ H *ᵥ x = E • x} E
```

`IsLeast` says that `E` is an eigenvalue with a nonzero real eigenvector and that no such eigenvalue is smaller.

```lean
/-- The function `f(s) = (√(d² + 4s) - d) / 2` of the total squared coupling `s`. -/
def lowering (d s : ℝ) : ℝ := (√(d ^ 2 + 4 * s) - d) / 2
```

The argument `s` is the total squared coupling, so only the sum $\sum_i v_i^2$ matters, not its distribution over the ghosts.

## Properties of the lowering

```lean
/-- The eigenvalue equation in components: one equation for the fragment function and one
for each ghost function. -/
theorem eigen_iff (d : ℝ) (v : ι → ℝ) (E : ℝ) (x : Option ι → ℝ) :
    ghostHamiltonian d v *ᵥ x = E • x ↔
      ∑ i, v i * x (some i) = E * x none ∧
        ∀ i, v i * x none + d * x (some i) = E * x (some i) := by
  rw [funext_iff, Option.forall]
  simp [ghostHamiltonian, Matrix.mulVec, dotProduct, Fintype.sum_option]
```

This is (2), obtained by splitting the vector equation into its `none` and `some i` components.

```lean
/-- The lowering `f` solves the quadratic equation `f (f + d) = s`. -/
theorem lowering_mul (d : ℝ) {s : ℝ} (hs : 0 ≤ s) :
    lowering d s * (lowering d s + d) = s := by
  have h : √(d ^ 2 + 4 * s) ^ 2 = d ^ 2 + 4 * s := Real.sq_sqrt (by positivity)
  unfold lowering
  linear_combination (1 / 4) * h
```

This is (1). The square of the root is replaced by its argument, and `linear_combination` does the algebra.

```lean
/-- For `d ≥ 0`, the lowering is never negative, and it is positive exactly when the total squared
coupling is. -/
theorem lowering_nonneg_and_pos_iff {d s : ℝ} (hd : 0 ≤ d) (hs : 0 ≤ s) :
    0 ≤ lowering d s ∧ (0 < lowering d s ↔ 0 < s) := by
  have hm := lowering_mul d hs
  have h0 : 0 ≤ lowering d s := by
    have h : √(d ^ 2 + 4 * s) ^ 2 = d ^ 2 + 4 * s := Real.sq_sqrt (by positivity)
    have hr := Real.sqrt_nonneg (d ^ 2 + 4 * s)
    have hle : d ≤ √(d ^ 2 + 4 * s) := by
      by_contra hlt
      have hlt' := lt_of_not_ge hlt
      nlinarith
    unfold lowering
    linarith
  refine ⟨h0, fun h => ?_, fun h => ?_⟩
  · rw [← hm]
    positivity
  · refine lt_of_le_of_ne h0 fun he => ?_
    rw [← he, zero_mul] at hm
    linarith
```

The condition `0 ≤ d` places the ghosts no lower than the fragment function. The sign of $f$ comes from comparing the root with $d$; positivity then follows from (1).

```lean
/-- For `d ≥ 0`, the lowering is strictly subadditive on positive squared couplings. -/
theorem lowering_add_lt {d s t : ℝ} (hd : 0 ≤ d) (hs : 0 < s) (ht : 0 < t) :
    lowering d (s + t) < lowering d s + lowering d t := by
  have ha := (lowering_nonneg_and_pos_iff hd hs.le).2.2 hs
  have hb := (lowering_nonneg_and_pos_iff hd ht.le).2.2 ht
  have hc := (lowering_nonneg_and_pos_iff hd (add_pos hs ht).le).1
  have ea := lowering_mul d hs.le
  have eb := lowering_mul d ht.le
  have ec := lowering_mul d (add_pos hs ht).le
  by_contra hlt
  have hge := le_of_not_gt hlt
  -- the cross term `f(s) f(t)` is positive
  have h1 := mul_pos ha hb
  have h2 := mul_nonneg (sub_nonneg.2 hge)
    (by linarith : 0 ≤ lowering d (s + t) + lowering d s + lowering d t + d)
  nlinarith
```

The proof assumes $c\ge a+b$. The product `h1` is the cross term $ab$, and `h2` expresses the monotonicity of $u(u+d)$; together they contradict the three quadratic equations.

```lean
/-- For ghost functions at `d > 0` with nonzero coupling, the lowering is strictly smaller
than the second-order perturbation estimate `s / d`. -/
theorem lowering_lt_second_order {d s : ℝ} (hd : 0 < d) (hs : 0 < s) :
    lowering d s < s / d := by
  have ha := (lowering_nonneg_and_pos_iff hd.le hs.le).2.2 hs
  have hm := lowering_mul d hs.le
  rw [lt_div_iff₀ hd]
  nlinarith [mul_pos ha ha]
```

For $d>0$ and $s>0$, equation (1) gives $fd=s-f^2<s$. The second-order estimate $s/d$ is therefore too large, and because it is linear in $s$ it misses the non-additivity entirely.

## The ground energy and the two ghost sets

```lean
omit [DecidableEq ι] in
/-- A nonzero set of couplings has a positive sum of squares. -/
theorem sum_sq_pos {v : ι → ℝ} (hv : v ≠ 0) : 0 < ∑ i, v i ^ 2 := by
  obtain ⟨i, hi⟩ := Function.ne_iff.1 hv
  have hi' : v i ≠ 0 := hi
  exact Finset.sum_pos' (fun j _ => sq_nonneg (v j)) ⟨i, Finset.mem_univ i, by positivity⟩
```

This turns "some coupling is nonzero" into $s>0$.

```lean
/-- For `d ≥ 0`, the lowest eigenvalue of the Hamiltonian `ghostHamiltonian d v` is `-f(∑ v_i²)`. -/
theorem ground_energy {d : ℝ} (hd : 0 ≤ d) (v : ι → ℝ) :
    IsGroundEnergy (ghostHamiltonian d v) (-lowering d (∑ i, v i ^ 2)) := by
  have hs : 0 ≤ ∑ i, v i ^ 2 := Finset.sum_nonneg fun i _ => sq_nonneg (v i)
  have hm := lowering_mul d hs
  have hf := (lowering_nonneg_and_pos_iff hd hs).1
  constructor
  · by_cases hv : v = 0
    · -- without coupling the bare fragment function is the eigenvector
      have hz : lowering d 0 = 0 := by simp [lowering, Real.sqrt_sq hd]
      subst hv
      refine ⟨fun p => p.elim 1 (fun _ => 0), fun h => ?_, (eigen_iff _ _ _ _).2 ⟨?_, ?_⟩⟩
      · have h1 := congrFun h none
        simp at h1
      · simp [hz]
      · simp
    · -- otherwise the ghosts are mixed in with amplitudes `-v i`
      have hp := (lowering_nonneg_and_pos_iff hd hs).2.2 (sum_sq_pos hv)
      refine ⟨fun p => p.elim (lowering d (∑ i, v i ^ 2) + d) (fun i => -v i),
        fun h => ?_, (eigen_iff _ _ _ _).2 ⟨?_, fun i => ?_⟩⟩
      · have h1 : lowering d (∑ i, v i ^ 2) + d = 0 := congrFun h none
        linarith
      · have h2 : ∑ i, v i * -v i = -∑ i, v i ^ 2 := by
          rw [← Finset.sum_neg_distrib]
          exact Finset.sum_congr rfl fun i _ => by ring
        simp only [Option.elim_some, Option.elim_none]
        rw [h2]
        linear_combination hm
      · simp only [Option.elim_some, Option.elim_none]
        ring
  · rintro E ⟨x, hx, he⟩
    obtain ⟨h0, hi⟩ := (eigen_iff _ _ _ _).1 he
    by_contra hlt
    have hE := lt_of_not_ge hlt
    have hEd : E - d ≠ 0 := by
      intro h
      linarith
    -- a state below the ghosts has a nonzero fragment amplitude
    have hx0 : x none ≠ 0 := by
      intro h
      apply hx
      funext p
      cases p with
      | none => exact h
      | some i =>
        have h1 := hi i
        rw [h] at h1
        have h2 : (E - d) * x (some i) = 0 := by linear_combination -h1
        exact (mul_eq_zero.1 h2).resolve_left hEd
    -- eliminating the ghost amplitudes leaves a quadratic equation for `E`
    have h3 : (∑ i, v i ^ 2) * x none = (E - d) * ∑ i, v i * x (some i) := by
      rw [Finset.sum_mul, Finset.mul_sum]
      exact Finset.sum_congr rfl fun i _ => by linear_combination v i * hi i
    have h4 : ∑ i, v i ^ 2 = (E - d) * E := by
      apply mul_right_cancel₀ hx0
      rw [h3, h0]
      ring
    have h5 := mul_pos (by linarith : 0 < -E - lowering d (∑ i, v i ^ 2))
      (by linarith : 0 < -E + lowering d (∑ i, v i ^ 2) + d)
    nlinarith
```

The first half supplies the eigenvectors, unnormalised, with the uncoupled case treated separately because $(f+d,-v_i)$ vanishes when $d=0$ and $v=0$. The second half follows the exclusion argument: `hx0` is $x_0\ne0$, `h4` is $E(E-d)=s$, and `h5` is the positive product that contradicts it.

```lean
/-- For ghosts at a common energy `d ≥ 0`, the energy lowering by two ghost sets together is
strictly smaller than the sum of their separate lowerings if and only if each set has a nonzero
coupling to the fragment. -/
theorem joint_lt_separate_iff {d : ℝ} (hd : 0 ≤ d) (v : ι → ℝ) (w : κ → ℝ)
    {EA EB EAB : ℝ} (hA : IsGroundEnergy (ghostHamiltonian d v) EA)
    (hB : IsGroundEnergy (ghostHamiltonian d w) EB)
    (hAB : IsGroundEnergy (ghostHamiltonian d (Sum.elim v w)) EAB) :
    -EAB < -EA + -EB ↔ v ≠ 0 ∧ w ≠ 0 := by
  have eA := IsLeast.unique hA (ground_energy hd v)
  have eB := IsLeast.unique hB (ground_energy hd w)
  have eAB := IsLeast.unique hAB (ground_energy hd (Sum.elim v w))
  have hsum : ∑ p, Sum.elim v w p ^ 2 = ∑ i, v i ^ 2 + ∑ k, w k ^ 2 := by
    simp [Fintype.sum_sum_type]
  have hz : lowering d 0 = 0 := by simp [lowering, Real.sqrt_sq hd]
  rw [hsum] at eAB
  rw [eA, eB, eAB, neg_neg, neg_neg, neg_neg]
  constructor
  · -- an uncoupled set contributes nothing, so the corrections are then additive
    intro h
    constructor
    · intro hv
      have hv0 : ∑ i, v i ^ 2 = 0 := by simp [hv]
      rw [hv0, zero_add, hz, zero_add] at h
      exact lt_irrefl _ h
    · intro hw
      have hw0 : ∑ k, w k ^ 2 = 0 := by simp [hw]
      rw [hw0, add_zero, hz, add_zero] at h
      exact lt_irrefl _ h
  · rintro ⟨hv, hw⟩
    exact lowering_add_lt hd (sum_sq_pos hv) (sum_sq_pos hw)

end

end GhostFunctionLowering
```

`Sum.elim v w` joins the two coupling lists, so the ghosts of both sets share the energy $d$ and are uncoupled across the sets as well. The energies `EA`, `EB` and `EAB` are any numbers satisfying the definition of the ground energy; uniqueness of a least element identifies them with the values from `ground_energy`. The equivalence then reduces to `lowering_add_lt` in one direction and to $f(0)=0$ in the other.

```lean
#print axioms GhostFunctionLowering.eigen_iff
#print axioms GhostFunctionLowering.lowering_lt_second_order
#print axioms GhostFunctionLowering.joint_lt_separate_iff
```

```
'GhostFunctionLowering.eigen_iff' depends on axioms: [propext, Classical.choice, Quot.sound]
'GhostFunctionLowering.lowering_lt_second_order' depends on axioms: [propext, Classical.choice, Quot.sound]
'GhostFunctionLowering.joint_lt_separate_iff' depends on axioms: [propext, Classical.choice, Quot.sound]
```

## Counterpoise corrections in a trimer

In a counterpoise calculation on a trimer ABC, fragment A is computed in its own basis and again with ghost atoms at the positions of its partners. Ghosts of B alone, of C alone, and of both give three lowerings. In this one-electron model with uncoupled ghosts, adding the first two in place of the third overcorrects whenever both partners couple to A.

Real ghost functions overlap and couple to one another, and the inequality can then reverse. If C couples only to the ghosts of B, it does nothing for A alone but can lower the energy further once B's functions are present. The lowerings from the two dimer-basis runs therefore don't determine the lowering in the full trimer basis.
